# Hartree kinetic energies with Rydberg potentials quadruple the optimised hartree energy of a Coulomb trial set closed under scaling

Before kinetic energies in hartree are added to Coulomb potential energies tabulated in Rydberg, the potential values have to be halved. One hartree is two Rydberg, so if the conversion is missed, the program minimises $T+2V$ in place of $T+V$, where $T$ and $V$ are the kinetic and potential energies in hartree. A consistent calculation in Rydberg would minimise $2T+2V$ and return twice the hartree number. The mixed calculation returns four times the hartree number, provided that the trial states can be uniformly stretched and compressed without leaving the trial set.

In electronic structure this describes variational calculations with purely Coulombic interactions, for atoms with freely scalable trial functions or for molecules whose nuclear positions are optimised too. A fixed basis set, a clamped molecular geometry or a pseudopotential with its own length scale generally breaks the scaling condition, and the factor of four then need not appear.

```lean
import Mathlib

open Set

namespace MixedEnergyUnits
```

## Stretching a wave function changes $T$ and $V$ by different powers

Take a normalised wave function $\psi$ of $N$ electrons and a scale factor $a>0$, and set

$$\psi_a(\mathbf r_1,\dots,\mathbf r_N)=a^{3N/2}\,\psi(a\mathbf r_1,\dots,a\mathbf r_N).$$

The prefactor keeps the norm equal to one. Substitute $\mathbf u_i=a\mathbf r_i$ in the expectation values. Each gradient in $T=\tfrac12\sum_i\int|\nabla_i\psi|^2$ brings out a factor $a$, so $T$ becomes $a^2T$. Each Coulomb term obeys $1/|\mathbf r_i-\mathbf r_j|=a/|\mathbf u_i-\mathbf u_j|$, so $V$ becomes $aV$. The same holds for the attraction to a nucleus at the origin. In a molecule the nuclear positions must be divided by $a$ as well, and the nuclear repulsion then also acquires the factor $a$.

The Lean development starts from the outcome of this substitution. A trial set is represented by a set `S` of real pairs, with `x.1` for $T$ and `x.2` for $V$, both in hartree. Here $V$ is an expectation value, not a potential as a function of position. The condition `ScalingClosed S` says that every pair may be rescaled by every positive $a$. That the expectation values of a given family of wave functions form such a set is the one step that has to be supplied from the integrals above.

```lean
/-- A set of pairs (kinetic energy, potential energy) is closed under Coulomb scaling if it
contains `(a² T, a V)` whenever it contains `(T, V)` and `a > 0`. -/
def ScalingClosed (S : Set (ℝ × ℝ)) : Prop :=
  ∀ x ∈ S, ∀ a : ℝ, 0 < a → (a ^ 2 * x.1, a * x.2) ∈ S
```

## One conversion factor for each energy

Let $p$ be the numerical value of one hartree in the unit used for the kinetic energy, and $q$ its value in the unit used for the potential energy. Each factor is 1 for hartree and 2 for Rydberg. A state with energies $(T,V)$ is then assigned the total

$$pT+qV.$$

The set `energies p q S` collects these totals over all pairs in `S`. In particular, `energies 1 1 S` contains the true energies in hartree.

```lean
/-- The total energies `p T + q V` obtained when one hartree counts as `p` in the kinetic
energy and as `q` in the potential energy. -/
def energies (p q : ℝ) (S : Set (ℝ × ℝ)) : Set ℝ :=
  (fun x : ℝ × ℝ => p * x.1 + q * x.2) '' S
```

## Every mixed energy is a true energy times $q^2/p$

Start with a pair $(T,V)$ in the set and rescale it by $a=p/q$. The true energy of the rescaled pair, multiplied by $q^2/p$, is

$$\frac{q^2}{p}\left(\frac{p^2}{q^2}T+\frac pq V\right)=pT+qV.$$

Every mixed energy is therefore $q^2/p$ times some true energy. Conversely, rescale $(T,V)$ by $q/p$ and evaluate the mixed energy:

$$p\,\frac{q^2}{p^2}T+q\,\frac qp V=\frac{q^2}{p}(T+V).$$

So every true energy, multiplied by $q^2/p$, occurs among the mixed ones. The two sets are equal, although the energies of a single state are in general not related by this factor.

The theorem states this equality of sets for all positive $p$ and $q$. Its two bullets are the two inclusions: each supplies the rescaled pair from `hS`, and `field_simp` confirms the displayed identity.

```lean
/-- On a set closed under Coulomb scaling, the energies computed with positive unit factors
`p` and `q` are the energies `T + V` multiplied by `q² / p`. -/
theorem energies_eq_image {S : Set (ℝ × ℝ)} (hS : ScalingClosed S) {p q : ℝ}
    (hp : 0 < p) (hq : 0 < q) :
    energies p q S = (fun e => q ^ 2 / p * e) '' energies 1 1 S := by
  ext e
  constructor
  · rintro ⟨x, hx, rfl⟩
    -- the pair scaled by `p / q` has the matching true energy
    refine ⟨_, ⟨_, hS x hx (p / q) (div_pos hp hq), rfl⟩, ?_⟩
    show q ^ 2 / p * (1 * ((p / q) ^ 2 * x.1) + 1 * (p / q * x.2)) = p * x.1 + q * x.2
    field_simp
  · rintro ⟨_, ⟨x, hx, rfl⟩, rfl⟩
    refine ⟨_, hS x hx (q / p) (div_pos hq hp), ?_⟩
    show p * ((q / p) ^ 2 * x.1) + q * (q / p * x.2) = q ^ 2 / p * (1 * x.1 + 1 * x.2)
    field_simp
```

## The optimised energy acquires the same factor

Write $c=q^2/p>0$, and let $E$ be the greatest lower bound of the true energies. For any true energy $e$ we have $E\le e$, hence $cE\le ce$, so $cE$ is a lower bound of the mixed energies. If $b$ is any other lower bound, then $b\le ce$ for all $e$, so $b/c$ is a lower bound of the true energies. It follows that $b/c\le E$, that is, $b\le cE$. The optimised mixed energy is thus

$$\inf(pT+qV)=\frac{q^2}{p}\,E.$$

In Lean, `IsGLB A E` means that `E` is the greatest lower bound of the set `A`. No state needs to attain it. The letter $E$ stands for the optimum over the chosen trial set, which may lie above the exact ground-state energy. The proof replaces the mixed set by the multiplied one and then follows the two halves of the argument.

```lean
/-- If `E` is the infimum of `T + V` over a set closed under Coulomb scaling, then the infimum
of `p T + q V` is `(q² / p) E` for all positive unit factors `p` and `q`. -/
theorem isGLB_mixed {S : Set (ℝ × ℝ)} (hS : ScalingClosed S) {p q E : ℝ}
    (hp : 0 < p) (hq : 0 < q) (hE : IsGLB (energies 1 1 S) E) :
    IsGLB (energies p q S) (q ^ 2 / p * E) := by
  rw [energies_eq_image hS hp hq]
  have hc : 0 < q ^ 2 / p := by positivity
  generalize q ^ 2 / p = c at hc ⊢
  constructor
  · rintro _ ⟨e, he, rfl⟩
    exact mul_le_mul_of_nonneg_left (hE.1 he) hc.le
  · intro b hb
    -- a lower bound of the multiplied energies, divided by `c`, bounds the true ones
    have h : b / c ≤ E := hE.2 (fun e he => by
      have h1 : b ≤ c * e := hb ⟨e, he, rfl⟩
      rw [div_le_iff₀ hc]
      linarith)
    rw [div_le_iff₀ hc] at h
    linarith
```

With $p=1$ and $q=s$ the factor is $s^2$. Here the existence of the infimum is derived from two conditions: the trial set is nonempty, and $T+V$ is bounded below. The second stands for the stability of the system, in which the kinetic cost of compression prevents a collapse to arbitrarily low energy. Under these conditions `sInf` is the ordinary infimum, and `isGLB_csInf` passes it to the previous theorem.

```lean
/-- For a nonempty set closed under Coulomb scaling with `T + V` bounded below, the infimum of
`T + s V` is `s²` times the infimum of `T + V`, for every `s > 0`. -/
theorem isGLB_scaled_potential {S : Set (ℝ × ℝ)} (hS : ScalingClosed S) (hne : S.Nonempty)
    (hb : BddBelow (energies 1 1 S)) {s : ℝ} (hs : 0 < s) :
    IsGLB (energies 1 s S) (s ^ 2 * sInf (energies 1 1 S)) := by
  have h := isGLB_mixed hS one_pos hs (isGLB_csInf (hne.image _) hb)
  rwa [div_one] at h
```

## Four times, twice and half the hartree energy

Inserting the factors for the two units gives three cases:

- For hartree kinetic energies and Rydberg potentials, $p=1$ and $q=2$, so the result is $4E$.
- For Rydberg values of both, $p=q=2$, so the result is $2E$.
- For Rydberg kinetic energies and hartree potentials, $p=2$ and $q=1$, so the result is $E/2$.

The first number is four times the correct value if it is read in hartree, and twice the correct value if it is read in Rydberg. The theorem states the three infima together. In each case `ring` evaluates $q^2/p$.

```lean
/-- Let `E` be the infimum of `T + V` in hartree over a set closed under Coulomb scaling.
Hartree kinetic energies with Rydberg potentials give `4 E`, Rydberg values for both give
`2 E`, and Rydberg kinetic energies with hartree potentials give `E / 2`. -/
theorem hartree_rydberg {S : Set (ℝ × ℝ)} (hS : ScalingClosed S) {E : ℝ}
    (hE : IsGLB (energies 1 1 S) E) :
    IsGLB (energies 1 2 S) (4 * E) ∧ IsGLB (energies 2 2 S) (2 * E) ∧
      IsGLB (energies 2 1 S) (E / 2) := by
  refine ⟨?_, ?_, ?_⟩
  · convert isGLB_mixed hS one_pos two_pos hE using 1
    ring
  · convert isGLB_mixed hS two_pos two_pos hE using 1
    ring
  · convert isGLB_mixed hS two_pos one_pos hE using 1
    ring
```

## The optimised state is rescaled by $q/p$

Suppose that a pair $(T,V)$ attains the minimum of $T+V$. Let $(T',V')$ be any pair in the set. Its copy rescaled by $p/q$ also belongs to the set, so

$$T+V\le\frac{p^2}{q^2}T'+\frac pq V'.$$

Multiplication by $q^2/p$ gives

$$\frac{q^2}{p}(T+V)\le pT'+qV'.$$

The left side is the mixed energy of $(T,V)$ rescaled by $q/p$, as computed earlier. That rescaled pair therefore minimises $pT+qV$. For hartree kinetic energies with Rydberg potentials the scale factor is 2: the corresponding wave function is compressed to half its size, and an optimised molecular geometry shrinks with it.

The theorem assumes a minimiser and concludes both that the rescaled pair belongs to `S` and that no pair has a lower mixed energy. The `calc` chain is the multiplied inequality, with `y.1` and `y.2` for $T'$ and $V'$.

```lean
/-- If `(T, V)` minimises `T + V` over a set closed under Coulomb scaling, then the pair scaled
by `q / p` minimises `p T + q V`, for positive unit factors `p` and `q`. -/
theorem minimiser_scaled {S : Set (ℝ × ℝ)} (hS : ScalingClosed S) {p q T V : ℝ}
    (hp : 0 < p) (hq : 0 < q) (hx : (T, V) ∈ S) (hmin : ∀ y ∈ S, T + V ≤ y.1 + y.2) :
    ((q / p) ^ 2 * T, q / p * V) ∈ S ∧
      ∀ y ∈ S, p * ((q / p) ^ 2 * T) + q * (q / p * V) ≤ p * y.1 + q * y.2 := by
  refine ⟨hS _ hx _ (div_pos hq hp), fun y hy => ?_⟩
  have h : T + V ≤ (p / q) ^ 2 * y.1 + p / q * y.2 :=
    hmin _ (hS y hy (p / q) (div_pos hp hq))
  have hc : 0 ≤ q ^ 2 / p := by positivity
  calc p * ((q / p) ^ 2 * T) + q * (q / p * V) = q ^ 2 / p * (T + V) := by field_simp
    _ ≤ q ^ 2 / p * ((p / q) ^ 2 * y.1 + p / q * y.2) := mul_le_mul_of_nonneg_left h hc
    _ = p * y.1 + q * y.2 := by field_simp
```

## Attraction makes the optimised energy negative

Let some pair $(T,V)$ have $V<0$, as for a state in which attraction outweighs repulsion. When the state is spread out, the kinetic energy falls as $a^2$ but the potential energy only as $a$. Choose

$$a=\frac{-V}{2(|T|+1)}>0.$$

Then $aT\le a|T|<a(|T|+1)=-V/2$, so $aT+V<V/2<0$. Multiplying by $a$ gives $a^2T+aV<0$. The infimum cannot exceed the energy of this rescaled pair, hence $E<0$.

The absolute value appears because the abstract pairs carry no assumption that $T\ge0$. The proof chooses this same $a$ and combines the inequalities.

```lean
/-- If a set closed under Coulomb scaling has a member with negative potential energy, then
the infimum `E` of `T + V`, where it exists, is negative. -/
theorem infimum_neg {S : Set (ℝ × ℝ)} (hS : ScalingClosed S) {E T V : ℝ}
    (hE : IsGLB (energies 1 1 S) E) (hx : (T, V) ∈ S) (hV : V < 0) : E < 0 := by
  have hT : 0 < |T| + 1 := by positivity
  -- a small scale factor lets the potential energy win
  obtain ⟨a, ha, h⟩ : ∃ a : ℝ, 0 < a ∧ a * (|T| + 1) = -V / 2 :=
    ⟨-V / 2 / (|T| + 1), div_pos (by linarith) hT, div_mul_cancel₀ _ hT.ne'⟩
  have h1 : E ≤ 1 * (a ^ 2 * T) + 1 * (a * V) := hE.1 ⟨_, hS _ hx a ha, rfl⟩
  have h2 : a * T ≤ a * |T| := mul_le_mul_of_nonneg_left (le_abs_self T) ha.le
  have h3 : a * T + V < 0 := by linarith
  have h4 : a * (a * T + V) < 0 := mul_neg_of_pos_of_neg ha h3
  linarith
```

## The optimum is correct only when the units agree

A correct optimised energy would be $pE$ in the unit of the kinetic energy, or $qE$ in the unit of the potential energy. The calculation returns $(q^2/p)E$. Since $E\neq0$, we can divide by it.

If $(q^2/p)E=pE$, then $p^2=q^2$, or $(p-q)(p+q)=0$, and $p=q$ because both are positive. If $(q^2/p)E=qE$, then $q^2=pq$, and again $p=q$. Conversely, for $p=q$ the factor $q^2/p$ is just $p$, and the result is correct.

The theorem states this as an equivalence. The hypothesis of a pair with $V<0$ serves to give $E\neq0$; if $E$ were zero, every choice of factors would return the correct value zero. In the proof, `h.unique hmix` uses the uniqueness of greatest lower bounds to equate the claimed value with the computed one.

```lean
/-- Let a set closed under Coulomb scaling have a member with negative potential energy, and
let `E` be the infimum of `T + V`. For positive unit factors, the infimum of `p T + q V` is the
correct value `p E` or `q E` in one of the two units exactly when `p = q`. -/
theorem correct_iff_same_unit {S : Set (ℝ × ℝ)} (hS : ScalingClosed S) {p q E T V : ℝ}
    (hp : 0 < p) (hq : 0 < q) (hE : IsGLB (energies 1 1 S) E)
    (hx : (T, V) ∈ S) (hV : V < 0) :
    (IsGLB (energies p q S) (p * E) ∨ IsGLB (energies p q S) (q * E)) ↔ p = q := by
  have hE0 : E ≠ 0 := (infimum_neg hS hE hx hV).ne
  have hmix := isGLB_mixed hS hp hq hE
  constructor
  · rintro (h | h)
    · have h1 : p = q ^ 2 / p := mul_right_cancel₀ hE0 (h.unique hmix)
      rw [eq_div_iff hp.ne'] at h1
      have h2 : (p - q) * (p + q) = 0 := by linear_combination h1
      rcases mul_eq_zero.mp h2 with h3 | h3 <;> linarith
    · have h1 : q = q ^ 2 / p := mul_right_cancel₀ hE0 (h.unique hmix)
      rw [eq_div_iff hp.ne'] at h1
      exact mul_left_cancel₀ hq.ne' (by linear_combination h1)
  · intro h
    have e : q ^ 2 / p = p := by
      rw [← h, sq, mul_div_assoc, div_self hp.ne', mul_one]
    rw [e] at hmix
    exact Or.inl hmix
```

## Hydrogen returns $-2$ in place of $-1/2$

For the hydrogen atom with a fixed nucleus, take the normalised trial function

$$\psi(r)=\sqrt{\zeta^3/\pi}\;e^{-\zeta r},\qquad \zeta>0,$$

with $r$ in bohr. Since $|\nabla\psi|=\zeta\psi$, the kinetic energy is

$$T=\tfrac12\zeta^2\int\psi^2=\frac{\zeta^2}{2}.$$

The potential energy is

$$V=-\int\frac{\psi^2}{r}=-4\zeta^3\int_0^\infty r\,e^{-2\zeta r}\,dr=-\zeta.$$

The set `hydrogenPairs` is defined directly by these two values.

```lean
/-- The pairs `(ζ² / 2, -ζ)`, `ζ > 0`: kinetic and potential energy in hartree of the hydrogen
atom with the trial function `exp (-ζ r)`. -/
def hydrogenPairs : Set (ℝ × ℝ) := {x | ∃ ζ : ℝ, 0 < ζ ∧ x = (ζ ^ 2 / 2, -ζ)}
```

Rescaling by $a$ replaces $\zeta$ by $a\zeta$, so the set is closed under scaling. The true energy is

$$\frac{\zeta^2}{2}-\zeta=\frac12(\zeta-1)^2-\frac12,$$

with minimum $-1/2$ hartree at $\zeta=1$. In Rydberg the number is $-1$. The mixed energy is

$$\frac{\zeta^2}{2}-2\zeta=\frac12(\zeta-2)^2-2,$$

with minimum $-2$ at $\zeta=2$. At the correct exponent $\zeta=1$ the mixed expression is only $-3/2$; optimising the exponent lowers it further to $-2$.

The final theorem states the closure and the three optimised energies. The square $(\zeta-1)^2\ge0$ is passed to `nlinarith` to establish the hartree minimum. The other two values follow from `hartree_rydberg`, without a second minimisation.

```lean
/-- The hydrogen pairs are closed under Coulomb scaling. Their optimised energy is `-1/2` in
hartree, `-1` in Rydberg, and `-2` with hartree kinetic and Rydberg potential energies. -/
theorem hydrogen_witness :
    ScalingClosed hydrogenPairs ∧ IsGLB (energies 1 1 hydrogenPairs) (-1 / 2) ∧
      IsGLB (energies 2 2 hydrogenPairs) (-1) ∧ IsGLB (energies 1 2 hydrogenPairs) (-2) := by
  have hS : ScalingClosed hydrogenPairs := by
    rintro _ ⟨ζ, hζ, rfl⟩ a ha
    refine ⟨a * ζ, mul_pos ha hζ, Prod.ext ?_ ?_⟩
    · show a ^ 2 * (ζ ^ 2 / 2) = (a * ζ) ^ 2 / 2
      ring
    · show a * -ζ = -(a * ζ)
      ring
  have hE : IsGLB (energies 1 1 hydrogenPairs) (-1 / 2) := by
    apply IsLeast.isGLB
    constructor
    · exact ⟨(1 ^ 2 / 2, -1), ⟨1, one_pos, rfl⟩, by norm_num⟩
    · rintro _ ⟨_, ⟨ζ, _, rfl⟩, rfl⟩
      show -1 / 2 ≤ 1 * (ζ ^ 2 / 2) + 1 * -ζ
      nlinarith [sq_nonneg (ζ - 1)]
  obtain ⟨h4, h2, _⟩ := hartree_rydberg hS hE
  refine ⟨hS, hE, ?_, ?_⟩
  · convert h2 using 1
    norm_num
  · convert h4 using 1
    norm_num

end MixedEnergyUnits
```

```lean
#print axioms MixedEnergyUnits.isGLB_scaled_potential
#print axioms MixedEnergyUnits.hartree_rydberg
#print axioms MixedEnergyUnits.minimiser_scaled
#print axioms MixedEnergyUnits.correct_iff_same_unit
```

```
'MixedEnergyUnits.isGLB_scaled_potential' depends on axioms: [propext, Classical.choice, Quot.sound]
'MixedEnergyUnits.hartree_rydberg' depends on axioms: [propext, Classical.choice, Quot.sound]
'MixedEnergyUnits.minimiser_scaled' depends on axioms: [propext, Classical.choice, Quot.sound]
'MixedEnergyUnits.correct_iff_same_unit' depends on axioms: [propext, Classical.choice, Quot.sound]
```
